# With ħ = 1, the third moment tr (L·S)³ of the coupling of two finite-dimensional angular momenta is −tr(L²) tr(S²)/6

## Two angular momenta and their coupling

Let $L$ and $S$ be two angular momenta, for example the orbital and spin angular momenta of an electron in an atomic shell. Their components are labelled $0,1,2$ for $x,y,z$. In units with $\hbar=1$ they obey

$$[L_0,L_1]=\mathrm i L_2,\qquad [L_1,L_2]=\mathrm i L_0,\qquad [L_2,L_0]=\mathrm i L_1,$$

and likewise for $S$. The upright $\mathrm i$ is the imaginary unit; the italic $i,j,k$ are component indices. The squares and the coupling are

$$L^2=\sum_i L_i^2,\qquad S^2=\sum_i S_i^2,\qquad X=L\cdot S=\sum_i L_i\otimes S_i .$$

A spin-orbit interaction $\xi X$, with $\xi$ a nonzero constant energy, splits any shell other than an s shell into levels. The trace of $X$ vanishes, because each $L_i$ is proportional to a commutator, so the centre of gravity of the levels stays at zero. The third moment $\mathrm{tr}\,X^3$, the sum of the cubes of the eigenvalues counted with multiplicity, measures how lopsided the splitting is. It can be found without diagonalising $X$:

$$\mathrm{tr}\,X^3=-\tfrac16\,\mathrm{tr}(L^2)\,\mathrm{tr}(S^2).$$

If $L$ has size $p$ and $S$ has size $q$, and if $L^2=a$ and $S^2=b$ are multiples of the identity, this becomes $-abpq/6$. For a single multiplet of quantum number $l$, $a=l(l+1)$ and $p=2l+1$. If $\xi X$ is the only term that splits a shell, the third moment of its levels, measured from their centre of gravity, is $\xi^3\,\mathrm{tr}\,X^3$.

## Traces of three components

Let $x,y,z$ be matrices with $[x,y]=\mathrm i z$. Only this relation and the cyclic property of the trace are needed for

$$\mathrm i\,\mathrm{tr}(x^2z)=\mathrm{tr}(x^3y)-\mathrm{tr}(x^2yx)=0,\qquad
\mathrm i\,\mathrm{tr}(y^2z)=\mathrm{tr}(y^2xy)-\mathrm{tr}(y^3x)=0 .$$

If also $[z,x]=\mathrm i y$, the cube of $z$ is traceless:

$$\mathrm i\,\mathrm{tr}(z^3)=\mathrm{tr}(z^2xy)-\mathrm{tr}(z^2yx)=\mathrm{tr}\bigl(y[z^2,x]\bigr)
=\mathrm i\,\mathrm{tr}(yzy+y^2z)=2\mathrm i\,\mathrm{tr}(y^2z)=0 .$$

Every product of three components with a repeated index is therefore traceless, since a cyclic shift brings the equal factors together.

For three different components, first take the symmetrised product:

$$\mathrm i\,\mathrm{tr}\bigl((xy+yx)z\bigr)=\mathrm{tr}\bigl((xy+yx)(xy-yx)\bigr)=0,$$

because $\mathrm{tr}(xyxy)=\mathrm{tr}(yxyx)$ and $\mathrm{tr}(xyyx)=\mathrm{tr}(yxxy)$. The antisymmetrised product gives $\mathrm{tr}([x,y]z)=\mathrm i\,\mathrm{tr}(z^2)$. Half the sum and half the difference are

$$\mathrm{tr}(xyz)=\tfrac{\mathrm i}{2}\mathrm{tr}(z^2),\qquad \mathrm{tr}(yxz)=-\tfrac{\mathrm i}{2}\mathrm{tr}(z^2).$$

The three cyclic orders of $L_0L_1L_2$ have the same trace, which thus equals $\frac{\mathrm i}{2}\mathrm{tr}(L_i^2)$ for each $i$. Averaging over $i$ gives $\frac{\mathrm i}{6}\mathrm{tr}(L^2)$. The anticyclic orders give the opposite sign. With the Levi-Civita symbol $\varepsilon_{ijk}$, all cases read

$$\mathrm{tr}(L_iL_jL_k)=\varepsilon_{ijk}\,\tfrac{\mathrm i}{6}\,\mathrm{tr}(L^2).$$

## From component traces to the third moment

The trace of a Kronecker product is the product of the traces, so

$$\begin{aligned}
\mathrm{tr}\,X^3&=\sum_{i,j,k}\mathrm{tr}(L_iL_jL_k)\,\mathrm{tr}(S_iS_jS_k)\\
&=\Bigl(\tfrac{\mathrm i}{6}\Bigr)^2\mathrm{tr}(L^2)\,\mathrm{tr}(S^2)\sum_{i,j,k}\varepsilon_{ijk}^2
=-\tfrac16\,\mathrm{tr}(L^2)\,\mathrm{tr}(S^2),
\end{aligned}$$

since six index triples contribute $1$ each. For scalar squares, $\mathrm{tr}(L^2)=ap$ and $\mathrm{tr}(S^2)=bq$. For a spin one-half, $\mathrm{tr}(S^2)=\frac34\cdot2=\frac32$, and the moment is $-\mathrm{tr}(L^2)/4$.

A nonzero third moment has a consequence. If an invertible $U$ satisfied $UXU^{-1}=-X$, then $\mathrm{tr}\,X^3=-\mathrm{tr}\,X^3$, so $\mathrm{tr}(L^2)\,\mathrm{tr}(S^2)=0$. When both traces are nonzero, no change of basis can undo a reversal of the sign of $\xi$.

## A p electron, two spins and a vanishing case

For a p electron, $l=1$ and $s=\frac12$, so $a=2$, $b=\frac34$, $p=3$ and $q=2$. The formula gives $-2\cdot\frac34\cdot3\cdot2/6=-\frac32$. The eigenvalues of $X$ are $\frac12$, four times ($j=\frac32$), and $-1$, twice ($j=\frac12$). The sum of their cubes is $4\cdot\frac18-2=-\frac32$.

The smallest irreducible pair with nonzero coupling consists of two spins one-half. The triplet has eigenvalue $\frac14$ and the singlet $-\frac34$, so the third moment is $\frac{3}{64}-\frac{27}{64}=-\frac38$, in agreement with $-(\frac34)^2\cdot4/6$. For an s electron, $L=0$ and both sides vanish. Then $X=-X$, and the identity is a transformation of the kind excluded above.

## The statement in Lean

An angular momentum is a map `L : Fin 3 → Matrix n n ℂ` satisfying `IsAngularMomentum L`, which consists of the three commutation relations. `I` is the imaginary unit. `casimir L` is $L^2$, `⊗ₖ` is the Kronecker product, and `coupling L S` is $X$, with rows and columns labelled by pairs from `m × n`. In `leviCivita` the indices are added modulo 3, so `j = i + 1 ∧ k = i + 2` describes a cyclic order. `spinHalf` is half the Pauli matrices.

`third_moment` is the general formula, and `third_moment_scalar` is the one with $a,b,p,q$. There the letters `p` and `q` are matrix sizes, not momenta or coordinates, and `ha` and `hb` state that the squares are scalar, as they are in a multiplet of fixed $l$ and $s$. Neither Hermiticity nor irreducibility is assumed, so $L$ may contain several multiplets.

All matrices are finite. Applying the result to an atom involves an approximation: the full spin-orbit interaction, with its radial dependence, is replaced by a constant times $L\cdot S$ on one finite multiplet.

## The complete Lean file

```lean
import Mathlib

open Matrix (trace trace_mul_comm trace_add trace_sub trace_smul trace_neg trace_one)
open Complex (I I_sq I_ne_zero)
open scoped Kronecker

namespace SpinOrbitThirdMoment

noncomputable section

variable {m n : Type*} [Fintype m] [DecidableEq m] [Fintype n] [DecidableEq n]

/-- Three complex matrices obey the angular momentum commutation relations, in units of ħ. -/
structure IsAngularMomentum (L : Fin 3 → Matrix n n ℂ) : Prop where
  xy : L 0 * L 1 - L 1 * L 0 = I • L 2
  yz : L 1 * L 2 - L 2 * L 1 = I • L 0
  zx : L 2 * L 0 - L 0 * L 2 = I • L 1

/-- The squared angular momentum `L² = L_x² + L_y² + L_z²`. -/
def casimir (L : Fin 3 → Matrix n n ℂ) : Matrix n n ℂ := ∑ i, L i * L i

/-- The coupling `L·S = ∑ L_i ⊗ S_i` on the product space. -/
def coupling (L : Fin 3 → Matrix m m ℂ) (S : Fin 3 → Matrix n n ℂ) :
    Matrix (m × n) (m × n) ℂ := ∑ i, L i ⊗ₖ S i

/-- The Levi-Civita symbol: `1` on cyclic orders of the three axes, `-1` on anticyclic
orders, and `0` when an axis is repeated. -/
def leviCivita (i j k : Fin 3) : ℂ :=
  if j = i + 1 ∧ k = i + 2 then 1 else if j = i + 2 ∧ k = i + 1 then -1 else 0

/-- The spin one-half matrices, half the Pauli matrices. -/
def spinHalf : Fin 3 → Matrix (Fin 2) (Fin 2) ℂ :=
  ![!![0, 1/2; 1/2, 0], !![0, -I/2; I/2, 0], !![1/2, 0; 0, -1/2]]

/-- If `[x, y] = i z`, then `x² z` and `y² z` are traceless. -/
theorem trace_sq_mul_commutator {x y z : Matrix n n ℂ} (h : x * y - y * x = I • z) :
    trace (x * x * z) = 0 ∧ trace (y * y * z) = 0 := by
  have h1 : I * trace (x * x * z) = 0 := by
    have e : I • (x * x * z) = x * x * x * y - x * x * y * x := by
      rw [← mul_smul_comm, ← h]; noncomm_ring
    rw [← smul_eq_mul, ← trace_smul, e, trace_sub, trace_mul_comm (x * x * y) x]
    simp only [mul_assoc, sub_self]
  have h2 : I * trace (y * y * z) = 0 := by
    have e : I • (y * y * z) = y * y * x * y - y * y * y * x := by
      rw [← mul_smul_comm, ← h]; noncomm_ring
    rw [← smul_eq_mul, ← trace_smul, e, trace_sub, trace_mul_comm (y * y * x) y]
    simp only [mul_assoc, sub_self]
  exact ⟨(mul_eq_zero.mp h1).resolve_left I_ne_zero,
    (mul_eq_zero.mp h2).resolve_left I_ne_zero⟩

/-- If `[x, y] = i z` and `[z, x] = i y`, then the cube of `z` is traceless. -/
theorem trace_cube {x y z : Matrix n n ℂ} (hxy : x * y - y * x = I • z)
    (hzx : z * x - x * z = I • y) : trace (z * z * z) = 0 := by
  have t2 := (trace_sq_mul_commutator hxy).2
  have t1 : trace (y * (z * y)) = 0 := by
    rw [trace_mul_comm, mul_assoc, trace_mul_comm, t2]
  -- up to commutators, `i z³` equals `i (y z y + y² z)`
  have e : I • (z * z * z) = (z * z * x * y - y * (z * z * x))
      + (y * x * (z * z) - z * z * (y * x)) + I • (y * (z * y) + y * y * z) := by
    have r : I • (y * (z * y) + y * y * z) = y * (z * (I • y)) + y * (I • y) * z := by
      simp only [mul_smul_comm, smul_mul_assoc, smul_add]
    rw [r, ← hzx, ← mul_smul_comm, ← hxy]
    noncomm_ring
  have h : I * trace (z * z * z) = 0 := by
    rw [← smul_eq_mul, ← trace_smul, e, trace_add, trace_add, trace_sub, trace_sub,
      trace_smul, trace_add, t1, t2, trace_mul_comm (z * z * x) y,
      trace_mul_comm (y * x) (z * z)]
    simp
  exact (mul_eq_zero.mp h).resolve_left I_ne_zero

/-- If `[x, y] = i z`, the traces of `x y z` and `y x z` are opposite and equal to
`± (i/2) tr z²`. -/
theorem trace_mul_commutator {x y z : Matrix n n ℂ} (h : x * y - y * x = I • z) :
    trace (x * y * z) = I / 2 * trace (z * z) ∧
      trace (y * x * z) = -(I / 2 * trace (z * z)) := by
  have e : I • (x * y * z + y * x * z) = (x * (y * x * y) - y * x * y * x)
      + (y * x * (x * y) - x * y * (y * x)) := by
    have r : I • (x * y * z + y * x * z) = (x * y + y * x) * (I • z) := by
      rw [mul_smul_comm, add_mul]
    rw [r, ← h]; noncomm_ring
  -- the symmetrised product is traceless
  have s : trace (x * y * z) + trace (y * x * z) = 0 := by
    have h0 : I * (trace (x * y * z) + trace (y * x * z)) = 0 := by
      rw [← trace_add, ← smul_eq_mul, ← trace_smul, e, trace_add, trace_sub, trace_sub,
        trace_mul_comm x (y * x * y), trace_mul_comm (y * x) (x * y)]
      simp only [sub_self, add_zero]
    exact (mul_eq_zero.mp h0).resolve_left I_ne_zero
  have d : trace (x * y * z) - trace (y * x * z) = I * trace (z * z) := by
    rw [← trace_sub, ← sub_mul, h, smul_mul_assoc, trace_smul, smul_eq_mul]
  constructor
  · linear_combination (s + d) / 2
  · linear_combination (s - d) / 2

/-- For an angular momentum, the trace of any product of three components is
`tr(L_i L_j L_k) = ε_ijk (i/6) tr L²`. -/
theorem trace_three_components {L : Fin 3 → Matrix n n ℂ} (h : IsAngularMomentum L)
    (i j k : Fin 3) :
    trace (L i * L j * L k) = leviCivita i j k * (I / 6 * trace (casimir L)) := by
  have c : ∀ i j k, trace (L i * L j * L k) = trace (L j * L k * L i) := fun i j k => by
    rw [mul_assoc, trace_mul_comm (L i)]
  -- products with a repeated component
  have z : ∀ i j, trace (L i * L i * L j) = 0 := by
    intro i j
    fin_cases i <;> fin_cases j
    exacts [trace_cube h.yz h.xy, (trace_sq_mul_commutator h.zx).2,
      (trace_sq_mul_commutator h.xy).1, (trace_sq_mul_commutator h.yz).1,
      trace_cube h.zx h.yz, (trace_sq_mul_commutator h.xy).2,
      (trace_sq_mul_commutator h.yz).2, (trace_sq_mul_commutator h.zx).1,
      trace_cube h.xy h.zx]
  have z1 : ∀ i j, trace (L j * L i * L i) = 0 := fun i j => (c j i i).trans (z i j)
  have z2 : ∀ i j, trace (L i * L j * L i) = 0 := fun i j => (c i j i).trans (z1 i j)
  -- products of three different components, averaged over cyclic orders
  have t : trace (casimir L)
      = trace (L 0 * L 0) + trace (L 1 * L 1) + trace (L 2 * L 2) := by
    simp only [casimir, Fin.sum_univ_three, trace_add]
  obtain ⟨a1, b1⟩ := trace_mul_commutator h.xy
  obtain ⟨a2, b2⟩ := trace_mul_commutator h.yz
  obtain ⟨a3, b3⟩ := trace_mul_commutator h.zx
  have p1 : trace (L 0 * L 1 * L 2) = I / 6 * trace (casimir L) := by
    rw [t]; linear_combination (a1 + a2 + a3) / 3 + 2 / 3 * c 0 1 2 + 1 / 3 * c 1 2 0
  have m1 : trace (L 1 * L 0 * L 2) = -(I / 6 * trace (casimir L)) := by
    rw [t]; linear_combination (b1 + b2 + b3) / 3 + 2 / 3 * c 1 0 2 + 1 / 3 * c 0 2 1
  have p2 := (c 0 1 2).symm.trans p1
  have p3 := (c 1 2 0).symm.trans p2
  have m2 := (c 1 0 2).symm.trans m1
  have m3 := (c 0 2 1).symm.trans m2
  fin_cases i <;> fin_cases j <;> fin_cases k <;>
    simp [leviCivita, z, z1, z2, p1, p2, p3, m1, m2, m3]

/-- The third moment of the coupling of two angular momenta is
`tr (L·S)³ = - tr(L²) tr(S²) / 6`. -/
theorem third_moment {L : Fin 3 → Matrix m m ℂ} {S : Fin 3 → Matrix n n ℂ}
    (hL : IsAngularMomentum L) (hS : IsAngularMomentum S) :
    trace (coupling L S ^ 3) = -(trace (casimir L) * trace (casimir S)) / 6 := by
  -- the trace over the product space factorises term by term
  have e : trace (coupling L S ^ 3)
      = ∑ i, ∑ j, ∑ k, trace (L i * L j * L k) * trace (S i * S j * S k) := by
    rw [pow_three', coupling, Finset.sum_mul_sum]
    simp_rw [Finset.sum_mul]
    simp_rw [Finset.mul_sum]
    simp only [Matrix.trace_sum, ← Matrix.mul_kronecker_mul, Matrix.trace_kronecker]
  have h6 : ∑ i, ∑ j, ∑ k, leviCivita i j k * leviCivita i j k = 6 := by
    simp +decide only [leviCivita, Fin.sum_univ_three, if_true, if_false]
    norm_num
  have r : ∀ i j k, trace (L i * L j * L k) * trace (S i * S j * S k)
      = -(trace (casimir L) * trace (casimir S)) / 36
        * (leviCivita i j k * leviCivita i j k) := fun i j k => by
    rw [trace_three_components hL, trace_three_components hS]
    linear_combination (leviCivita i j k ^ 2 * trace (casimir L)
      * trace (casimir S) / 36) * I_sq
  simp only [e, r, ← Finset.mul_sum, h6]
  ring

/-- For angular momenta of sizes `p` and `q` with scalar squares `L² = a` and `S² = b`,
the third moment of the coupling is `-a b p q / 6`. -/
theorem third_moment_scalar {p q : ℕ} {L : Fin 3 → Matrix (Fin p) (Fin p) ℂ}
    {S : Fin 3 → Matrix (Fin q) (Fin q) ℂ} (hL : IsAngularMomentum L)
    (hS : IsAngularMomentum S) {a b : ℂ} (ha : casimir L = a • 1) (hb : casimir S = b • 1) :
    trace (coupling L S ^ 3) = -(a * b * p * q) / 6 := by
  rw [third_moment hL hS, ha, hb]
  simp only [trace_smul, trace_one, Fintype.card_fin, smul_eq_mul]
  ring

/-- The spin one-half matrices obey the angular momentum relations, with `S² = 3/4`. -/
theorem spinHalf_witness :
    IsAngularMomentum spinHalf ∧ casimir spinHalf = (3 / 4 : ℂ) • 1 := by
  refine ⟨⟨?_, ?_, ?_⟩, ?_⟩ <;> ext i j <;> fin_cases i <;> fin_cases j <;>
    simp [spinHalf, casimir, Fin.sum_univ_three] <;>
    ring_nf <;> simp only [I_sq] <;> ring

/-- Coupling an angular momentum to a spin one-half gives the third moment `-tr(L²)/4`. -/
theorem third_moment_spinHalf {L : Fin 3 → Matrix m m ℂ} (hL : IsAngularMomentum L) :
    trace (coupling L spinHalf ^ 3) = -trace (casimir L) / 4 := by
  rw [third_moment hL spinHalf_witness.1, spinHalf_witness.2]
  simp only [trace_smul, trace_one, Fintype.card_fin, smul_eq_mul]
  push_cast
  ring

/-- For angular momenta `L` and `S` whose squares `L²` and `S²` have nonzero trace, no invertible
transformation turns the coupling `L·S` into its negative. -/
theorem coupling_not_similar_neg {L : Fin 3 → Matrix m m ℂ} {S : Fin 3 → Matrix n n ℂ}
    (hL : IsAngularMomentum L) (hS : IsAngularMomentum S)
    (h1 : trace (casimir L) ≠ 0) (h2 : trace (casimir S) ≠ 0)
    (U : (Matrix (m × n) (m × n) ℂ)ˣ) :
    (U : Matrix (m × n) (m × n) ℂ) * coupling L S * (U⁻¹ : (Matrix (m × n) (m × n) ℂ)ˣ)
      ≠ -coupling L S := by
  intro hU
  -- a similarity keeps the third moment, a change of sign reverses it
  have h := congrArg (fun M => trace (M ^ 3)) hU
  simp only [Units.conj_pow] at h
  rw [trace_mul_comm, ← mul_assoc, Units.inv_mul, one_mul,
    Odd.neg_pow (by decide), trace_neg, third_moment hL hS] at h
  exact mul_ne_zero h1 h2 (by linear_combination -3 * h)

end

end SpinOrbitThirdMoment
```

```lean
#print axioms SpinOrbitThirdMoment.third_moment
#print axioms SpinOrbitThirdMoment.third_moment_scalar
#print axioms SpinOrbitThirdMoment.third_moment_spinHalf
#print axioms SpinOrbitThirdMoment.coupling_not_similar_neg
```

```
'SpinOrbitThirdMoment.third_moment' depends on axioms: [propext, Classical.choice, Quot.sound]
'SpinOrbitThirdMoment.third_moment_scalar' depends on axioms: [propext, Classical.choice, Quot.sound]
'SpinOrbitThirdMoment.third_moment_spinHalf' depends on axioms: [propext, Classical.choice, Quot.sound]
'SpinOrbitThirdMoment.coupling_not_similar_neg' depends on axioms: [propext, Classical.choice, Quot.sound]
```

## How the matrix identities enter the proof

`trace_sq_mul_commutator` proves the two vanishing traces with a squared factor. In each half, `e` replaces `I • z` by the commutator and `noncomm_ring` expands without reordering factors. Then `trace_mul_comm` performs the cyclic shift, and the factor `I` is cancelled because it is nonzero.

`trace_cube` uses the same method. Its identity `e` writes $\mathrm i z^3$ as two commutators plus $\mathrm i(yzy+y^2z)$. The commutators are traceless, and `t1` and `t2` dispose of the remainder.

In `trace_mul_commutator`, `s` is the vanishing symmetrised trace and `d` the antisymmetrised one. The two `linear_combination` lines take half their sum and half their difference.

`trace_three_components` assembles the component formula. The fact `c` is cyclicity; `z`, `z1` and `z2` treat the three positions of a repeated index. `p1` and `m1` average the cyclic and anticyclic orders, and `p2`, `p3`, `m2`, `m3` carry the values to the remaining orders. The three uses of `fin_cases` at the end split the claim into 27 index triples, which `simp` closes with these facts.

In `third_moment`, `e` expands the cube and factorises the trace by `Matrix.mul_kronecker_mul` and `Matrix.trace_kronecker`. `r` inserts the component formula for both factors, using $\mathrm i^2=-1$, and `h6` evaluates the sum of $\varepsilon_{ijk}^2$. `third_moment_scalar` then substitutes the traces of the scalar squares.

`spinHalf_witness` checks the commutation relations and $S^2=\frac34$ entry by entry, and `third_moment_spinHalf` inserts that value. Finally, `coupling_not_similar_neg` assumes a similarity between $X$ and $-X$ and takes the trace of the cube of both sides. `Units.conj_pow` and cyclicity remove the transformation, while `Odd.neg_pow` supplies the minus sign. The result contradicts the two nonzero traces `h1` and `h2`.
